# Overlaps between solutions of iμψ′ = H(t)ψ with Hermitian H(t) are constant, and for constant H coherence frequencies scale as 1/μ

Take two levels with $H=\mathrm{diag}(E_a,E_b)$ and the equation $i\mu\psi'=H\psi$, where $\mu>0$ is a constant: each component only turns in phase, $\psi_a(t)=e^{-iE_at/\mu}\psi_a(0)$ and likewise for $b$. The squared norm $|\psi_a|^2+|\psi_b|^2$ therefore stays fixed, while the product $\psi_a\overline{\psi_b}$ rotates at angular frequency $(E_a-E_b)/\mu$.

In Lean 4 with Mathlib:

```lean
import Mathlib

open Matrix Complex

namespace EhrenfestMassScaling

noncomputable section

variable {n : Type*} [Fintype n]

/-- The overlap `⟨φ, ψ⟩` of two state vectors, conjugate-linear in `φ`. -/
def overlap (φ ψ : n → ℂ) : ℂ := star φ ⬝ᵥ ψ

/-- The equation of motion `i μ ψ' = H(t) ψ` with electronic mass parameter `μ`. -/
def Evolves (μ : ℝ) (H : ℝ → Matrix n n ℂ) (ψ : ℝ → n → ℂ) : Prop :=
  ∀ t, ∃ v, HasDerivAt ψ v t ∧ (I * (μ : ℂ)) • v = H t *ᵥ ψ t

/-- The phase factor `exp(-i E t / μ)`, for `μ ≠ 0`. -/
def phase (μ E t : ℝ) : ℂ := Complex.exp (-I * (E : ℂ) * (t : ℂ) / (μ : ℂ))

/-- The coherence `⟨a, ψ⟩ conj ⟨b, ψ⟩` of the state `ψ` between `a` and `b`. -/
def coherence (a b ψ : n → ℂ) : ℂ := overlap a ψ * star (overlap b ψ)

/-- A scalar factor leaves the first slot of an overlap as its complex conjugate. -/
theorem overlap_smul_left (z : ℂ) (φ ψ : n → ℂ) :
    overlap (z • φ) ψ = star z * overlap φ ψ := by
  unfold overlap
  rw [star_smul, smul_dotProduct, smul_eq_mul]

/-- The product rule for the overlap of two moving state vectors. -/
theorem overlap_hasDerivAt {φ ψ : ℝ → n → ℂ} {φ' ψ' : n → ℂ} {t : ℝ}
    (hφ : HasDerivAt φ φ' t) (hψ : HasDerivAt ψ ψ' t) :
    HasDerivAt (fun s => overlap (φ s) (ψ s))
      (overlap φ' (ψ t) + overlap (φ t) ψ') t := by
  have h : ∀ i ∈ (Finset.univ : Finset n),
      HasDerivAt (fun s => star (φ s i) * ψ s i)
        (star (φ' i) * ψ t i + star (φ t i) * ψ' i) t := fun i _ =>
    ((hasDerivAt_pi.mp hφ i).star).fun_mul (hasDerivAt_pi.mp hψ i)
  refine (HasDerivAt.fun_sum h).congr_deriv ?_
  simp only [overlap, dotProduct, Pi.star_apply, Finset.sum_add_distrib]

/-- Under a Hermitian, possibly time-dependent Hamiltonian, the overlap of any two
solutions is the same at all times. -/
theorem overlap_conserved {μ : ℝ} (hμ : μ ≠ 0) {H : ℝ → Matrix n n ℂ}
    (hH : ∀ t, (H t).IsHermitian) {φ ψ : ℝ → n → ℂ}
    (hφ : Evolves μ H φ) (hψ : Evolves μ H ψ) (t s : ℝ) :
    overlap (φ t) (ψ t) = overlap (φ s) (ψ s) := by
  have key : ∀ r, HasDerivAt (fun s => overlap (φ s) (ψ s)) 0 r := by
    intro r
    obtain ⟨v, hv, ev⟩ := hφ r
    obtain ⟨w, hw, ew⟩ := hψ r
    refine (overlap_hasDerivAt hv hw).congr_deriv ?_
    have hs : star (I * (μ : ℂ)) = -(I * (μ : ℂ)) := by simp [mul_comm]
    have h1 : -(I * (μ : ℂ)) * overlap v (ψ r) = overlap (H r *ᵥ φ r) (ψ r) := by
      rw [← ev, overlap_smul_left, hs]
    have h2 : (I * (μ : ℂ)) * overlap (φ r) w = overlap (φ r) (H r *ᵥ ψ r) := by
      rw [← ew]
      unfold overlap
      rw [dotProduct_smul, smul_eq_mul]
    -- Hermiticity moves the Hamiltonian from one slot to the other
    have h3 : overlap (H r *ᵥ φ r) (ψ r) = overlap (φ r) (H r *ᵥ ψ r) := by
      unfold overlap
      rw [Matrix.star_mulVec, (hH r).eq, Matrix.dotProduct_mulVec]
    have hne : I * (μ : ℂ) ≠ 0 := mul_ne_zero I_ne_zero (ofReal_ne_zero.mpr hμ)
    apply mul_left_cancel₀ hne
    linear_combination h2 - h1 - h3
  exact is_const_of_deriv_eq_zero (fun r => (key r).differentiableAt)
    (fun r => (key r).deriv) t s

/-- An eigenvector of a constant Hamiltonian, multiplied by its phase factor, solves the
equation of motion. -/
theorem stationary_evolves {μ : ℝ} (hμ : μ ≠ 0) {H : Matrix n n ℂ} {u : n → ℂ} {E : ℝ}
    (hu : H *ᵥ u = (E : ℂ) • u) :
    Evolves μ (fun _ => H) (fun t => phase μ E t • u) := by
  intro t
  have hμ' : (μ : ℂ) ≠ 0 := ofReal_ne_zero.mpr hμ
  have h0 : HasDerivAt (fun s : ℝ => -I * (E : ℂ) * (s : ℂ) / (μ : ℂ))
      (-I * (E : ℂ) / (μ : ℂ)) t :=
    (((hasDerivAt_id t).ofReal_comp.const_mul (-I * (E : ℂ))).div_const
      (μ : ℂ)).congr_deriv (by simp)
  refine ⟨(phase μ E t * (-I * (E : ℂ) / (μ : ℂ))) • u, h0.cexp.smul_const u, ?_⟩
  have e : I * (μ : ℂ) * (phase μ E t * (-I * (E : ℂ) / (μ : ℂ))) = phase μ E t * E := by
    calc _ = -(I * I) * phase μ E t * E * ((μ : ℂ) / μ) := by ring
      _ = _ := by rw [I_mul_I, div_self hμ']; ring
  change _ = H *ᵥ (phase μ E t • u)
  rw [Matrix.mulVec_smul, hu, smul_smul, smul_smul, e]

/-- Every finite superposition of eigenvectors, each carrying its own phase factor, solves
the equation of motion. -/
theorem superposition_evolves {ι : Type*} [Fintype ι] {μ : ℝ} (hμ : μ ≠ 0)
    {H : Matrix n n ℂ} {u : ι → n → ℂ} {E : ι → ℝ}
    (hu : ∀ a, H *ᵥ u a = (E a : ℂ) • u a) (c : ι → ℂ) :
    Evolves μ (fun _ => H) (fun t => ∑ a, c a • (phase μ (E a) t • u a)) := by
  intro t
  choose v hv hE using fun a => stationary_evolves hμ (hu a) t
  refine ⟨∑ a, c a • v a, HasDerivAt.fun_sum fun a _ => (hv a).const_smul (c a), ?_⟩
  calc (I * (μ : ℂ)) • ∑ a, c a • v a = ∑ a, c a • ((I * (μ : ℂ)) • v a) := by
        rw [Finset.smul_sum]
        exact Finset.sum_congr rfl fun a _ => smul_comm _ _ _
    _ = ∑ a, H *ᵥ (c a • (phase μ (E a) t • u a)) :=
        Finset.sum_congr rfl fun a _ =>
          (congrArg (c a • ·) (hE a)).trans (Matrix.mulVec_smul H (c a) _).symm
    _ = H *ᵥ ∑ a, c a • (phase μ (E a) t • u a) := (map_sum H.mulVecLin _ _).symm

/-- A phase factor times the conjugate of another is the phase factor of the energy
difference. -/
theorem phase_mul_star (μ E F t : ℝ) :
    phase μ E t * star (phase μ F t) = phase μ (E - F) t := by
  unfold phase
  rw [Complex.star_def, ← Complex.exp_conj, ← Complex.exp_add]
  congr 1
  simp only [map_div₀, map_mul, map_neg, conj_I, conj_ofReal, ofReal_sub]
  ring

/-- For a constant Hermitian Hamiltonian, the amplitude of a solution on an eigenvector of energy
`E` is its initial value times `exp(-i E t / μ)`. -/
theorem amplitude_evolution {μ : ℝ} (hμ : μ ≠ 0) {H : Matrix n n ℂ} (hH : H.IsHermitian)
    {u : n → ℂ} {E : ℝ} (hu : H *ᵥ u = (E : ℂ) • u) {ψ : ℝ → n → ℂ}
    (hψ : Evolves μ (fun _ => H) ψ) (t : ℝ) :
    overlap u (ψ t) = phase μ E t * overlap u (ψ 0) := by
  -- the overlap with the stationary solution is conserved
  have h := overlap_conserved hμ (fun _ => hH) (stationary_evolves hμ hu) hψ t 0
  have h0 : phase μ E 0 = 1 := by simp [phase]
  have hp : phase μ E t * star (phase μ E t) = 1 := by
    rw [phase_mul_star]
    simp [phase]
  simp only [overlap_smul_left, h0, star_one, one_mul] at h
  linear_combination phase μ E t * h - overlap u (ψ t) * hp

/-- The coherence between two eigenvectors of a constant Hermitian Hamiltonian is its
initial value times `exp(-i (E_a - E_b) t / μ)`. -/
theorem coherence_evolution {μ : ℝ} (hμ : μ ≠ 0) {H : Matrix n n ℂ} (hH : H.IsHermitian)
    {a b : n → ℂ} {Ea Eb : ℝ} (ha : H *ᵥ a = (Ea : ℂ) • a) (hb : H *ᵥ b = (Eb : ℂ) • b)
    {ψ : ℝ → n → ℂ} (hψ : Evolves μ (fun _ => H) ψ) (t : ℝ) :
    coherence a b (ψ t) = phase μ (Ea - Eb) t * coherence a b (ψ 0) := by
  unfold coherence
  rw [amplitude_evolution hμ hH ha hψ t, amplitude_evolution hμ hH hb hψ t,
    ← phase_mul_star, star_mul']
  ring

/-- For a constant Hermitian Hamiltonian, a coherence between two eigenvectors that is initially
non-zero has its initial value at time `t` exactly when `(E_a - E_b) t` is an integer multiple of `2
π μ`. -/
theorem coherence_recurrence {μ : ℝ} (hμ : μ ≠ 0) {H : Matrix n n ℂ} (hH : H.IsHermitian)
    {a b : n → ℂ} {Ea Eb : ℝ} (ha : H *ᵥ a = (Ea : ℂ) • a) (hb : H *ᵥ b = (Eb : ℂ) • b)
    {ψ : ℝ → n → ℂ} (hψ : Evolves μ (fun _ => H) ψ) (hc : coherence a b (ψ 0) ≠ 0) (t : ℝ) :
    coherence a b (ψ t) = coherence a b (ψ 0) ↔
      ∃ k : ℤ, (Ea - Eb) * t = 2 * Real.pi * k * μ := by
  have hμ' : (μ : ℂ) ≠ 0 := ofReal_ne_zero.mpr hμ
  have h1 : phase μ (Ea - Eb) t * coherence a b (ψ 0) = coherence a b (ψ 0) ↔
      phase μ (Ea - Eb) t = 1 :=
    ⟨fun h => mul_right_cancel₀ hc (by rw [h, one_mul]), fun h => by rw [h, one_mul]⟩
  rw [coherence_evolution hμ hH ha hb hψ t, h1, phase, Complex.exp_eq_one_iff]
  constructor
  · rintro ⟨k, hk⟩
    refine ⟨-k, Complex.ofReal_injective ?_⟩
    rw [div_eq_iff hμ'] at hk
    push_cast at hk ⊢
    linear_combination I * hk + (((Ea : ℂ) - Eb) * t + 2 * Real.pi * k * μ) * I_sq
  · rintro ⟨k, hk⟩
    have hk' : ((Ea : ℂ) - Eb) * t = 2 * Real.pi * k * μ := by exact_mod_cast hk
    refine ⟨-k, ?_⟩
    rw [div_eq_iff hμ']
    push_cast
    linear_combination (-I) * hk'

/-- If `ψ(t)` solves the equation with mass parameter `μ` and Hamiltonian `H(t)`, then
`ψ(t/c)` solves it with mass parameter `c μ` and Hamiltonian `H(t/c)`. -/
theorem evolves_rescale {μ c : ℝ} (hc : c ≠ 0) {H : ℝ → Matrix n n ℂ} {ψ : ℝ → n → ℂ}
    (hψ : Evolves μ H ψ) :
    Evolves (c * μ) (fun t => H (t / c)) (fun t => ψ (t / c)) := by
  intro t
  obtain ⟨v, hv, ev⟩ := hψ (t / c)
  have hh : HasDerivAt (fun s : ℝ => s / c) (1 / c) t := (hasDerivAt_id t).div_const c
  refine ⟨(1 / c) • v, HasDerivAt.scomp t hv hh, Eq.trans ?_ ev⟩
  have hc' : (c : ℂ) ≠ 0 := ofReal_ne_zero.mpr hc
  ext i
  simp only [Pi.smul_apply, smul_eq_mul, Complex.real_smul]
  push_cast
  field_simp

end

end EhrenfestMassScaling
```

```lean
#print axioms EhrenfestMassScaling.superposition_evolves
#print axioms EhrenfestMassScaling.coherence_recurrence
#print axioms EhrenfestMassScaling.evolves_rescale
```

```
'EhrenfestMassScaling.superposition_evolves' depends on axioms: [propext, Classical.choice, Quot.sound]
'EhrenfestMassScaling.coherence_recurrence' depends on axioms: [propext, Classical.choice, Quot.sound]
'EhrenfestMassScaling.evolves_rescale' depends on axioms: [propext, Classical.choice, Quot.sound]
```

## The equation and the role of μ

A state is a vector `n → ℂ` over a finite index type `n`, for instance the coefficients of an orbital in a finite orthonormal basis that does not change with time. The Hamiltonian is a matrix-valued function of time, `H : ℝ → Matrix n n ℂ`. The predicate `Evolves μ H ψ` says that at every real time $t$ the trajectory has a derivative $v$ with $(i\mu)v=H(t)\psi(t)$. `overlap φ ψ` is $\langle\varphi,\psi\rangle=\sum_j\overline{\varphi_j}\psi_j$, conjugate-linear in the first slot.

With $\hbar=1$, the value $\mu=1$ gives the Schrödinger equation. A larger $\mu$ slows the electrons down artificially. The code calls $\mu$ a mass parameter, but it is a dimensionless factor on the time derivative, not the electron mass that enters the kinetic energy in $H$. Of $\mu$, the theorems on overlaps, stationary states and coherences require only $\mu\neq0$, which includes the case of interest $\mu>0$.

In Ehrenfest dynamics the nuclei move and $H$ follows them. Here $H(t)$ is a prescribed function of time, and the nuclear equation of motion is absent. Nothing is assumed about the continuity of $H(t)$, and the existence of solutions for a general $H(t)$ is not addressed.

## Why overlaps are conserved

Let $\varphi$ and $\psi$ solve the equation with the same $H(t)$. The product rule, `overlap_hasDerivAt`, gives

$$\frac{d}{dt}\langle\varphi,\psi\rangle=\langle\varphi',\psi\rangle+\langle\varphi,\psi'\rangle .$$

Multiply by $i\mu$. Since $\overline{i\mu}=-i\mu$, we have $i\mu\langle\varphi',\psi\rangle=-\langle i\mu\varphi',\psi\rangle$, so

$$i\mu\frac{d}{dt}\langle\varphi,\psi\rangle=-\langle H\varphi,\psi\rangle+\langle\varphi,H\psi\rangle=0,$$

because $H$ is Hermitian. As $i\mu\neq0$, the derivative vanishes at all times and the overlap is constant.

The proof of `overlap_conserved` has the same shape. Its facts `h1` and `h2` insert the equation of motion into the two slots, and `h3` is Hermiticity. Since $i\mu\neq0$, `mul_left_cancel₀` reduces the claim that the derivative vanishes to the same claim multiplied by $i\mu$, which `linear_combination` obtains from the three facts. Taking $\varphi=\psi$ gives conservation of the norm, and a set of orbitals that starts orthonormal stays orthonormal.

## From stationary states to coherences

Now let $H$ be constant and Hermitian, with $Hu=Eu$ and $E$ real. The state $\varphi(t)=e^{-iEt/\mu}u$ satisfies

$$i\mu\varphi'=i\mu\left(-\frac{iE}{\mu}\right)\varphi=E\varphi=H\varphi .$$

This is `stationary_evolves`, and the exponential is `phase μ E t`. By linearity, finite superpositions of such states are solutions too (`superposition_evolves`).

For any other solution $\psi$, the overlap with this stationary state is conserved:

$$e^{iEt/\mu}\langle u,\psi(t)\rangle=\langle u,\psi(0)\rangle .$$

Multiplying by $e^{-iEt/\mu}$ yields `amplitude_evolution`; no expansion of $\psi$ in eigenvectors is needed.

For eigenvectors $a,b$ with energies $E_a,E_b$, write $C(t)=\langle a,\psi(t)\rangle\overline{\langle b,\psi(t)\rangle}$, which is `coherence a b (ψ t)`. The two amplitudes carry the phases $e^{-iE_at/\mu}$ and, after conjugation, $e^{+iE_bt/\mu}$. Lemma `phase_mul_star` merges them, and `coherence_evolution` states

$$C(t)=e^{-i(E_a-E_b)t/\mu}\,C(0).$$

The vectors need not be normalised. The density-matrix element of the normalised state between normalised eigenvectors is $C/(\|a\|\,\|b\|\,\|\psi\|^2)$ for non-zero vectors; the divisor is constant, so the law is the same.

If $C(0)\neq0$, then $C(t)=C(0)$ exactly when the exponential equals 1, that is, when $-i(E_a-E_b)t/\mu=2\pi i m$ for an integer $m$. With $k=-m$ this is the condition in `coherence_recurrence`, $(E_a-E_b)t=2\pi k\mu$. For $E_a\neq E_b$ and $\mu>0$ the period is $2\pi\mu/|E_a-E_b|$, proportional to $\mu$. For $E_a=E_b$ the coherence does not move at all.

## Two levels in numbers, and one level

Let $H=\begin{pmatrix}0&1\\1&0\end{pmatrix}$, with $a=(1,1)$, $E_a=1$ and $b=(1,-1)$, $E_b=-1$. For $\mu=2$ and $\psi(0)=(1,0)$ the solution is

$$\psi(t)=\left(\cos\tfrac t2,\,-i\sin\tfrac t2\right).$$

Its norm is 1 throughout. Initially $C(0)=1$, or $\tfrac12$ after normalisation of $a$ and $b$. At $t=\pi/2$ the amplitudes are $(1-i)/\sqrt2$ and $(1+i)/\sqrt2$, so $C=(1-i)^2/2=-i$, or $-\tfrac i2$ normalised. This agrees with $e^{-2it/\mu}=e^{-it}$. The period is $2\pi$; with $\mu=1$ it would be $\pi$.

With a single component, $H(t)$ is a real number and only a phase can change. The overlap of any two solutions is constant, and every coherence reduces to a constant multiple of the population.

## Slowing a time-dependent Hamiltonian

For time-dependent $H$ there may be no fixed frequencies to compare, but the scaling survives as a change of clock. Put $\chi(t)=\psi(t/c)$ with $c\neq0$. The chain rule gives

$$i(c\mu)\chi'(t)=i\mu\,\psi'(t/c)=H(t/c)\,\chi(t).$$

This is `evolves_rescale`: multiplying $\mu$ by $c$ corresponds to running both the state and the Hamiltonian at time $t/c$. Hermiticity plays no part in it.

For a fixed, finite-dimensional $H$, a larger $\mu$ lowers every electronic beat frequency by the same factor. This can permit a longer integration step, but the same electronic evolution also takes longer by that factor, so no steps are saved. With moving nuclei the exact correspondence requires $H$ to be slowed as well, again without a saving. If the nuclei keep their own pace, the longer step can reduce the work, but they then see electrons that respond more slowly relative to them, so a larger $\mu$ generally changes the physics.
